# The discrete Hartley transform squares to N and determines the Fourier transform of a real signal

Take three points on a ring, numbered 0, 1, 2, and the matrix H_jk = cos(2πjk/3) + sin(2πjk/3). With a = (−1 + √3)/2 and b = (−1 − √3)/2 its rows are

(1, 1, 1), (1, a, b), (1, b, a).

Since a + b = −1 and ab = −1/2, we have a² + b² = 2. Each row therefore has squared length 3, and different rows are orthogonal: 1 + a + b = 0 and 1 + 2ab = 0. The matrix is symmetric, so H² is 3 times the identity matrix.

Now let f = (0, 1, 0). Its Hartley transform Hf is the middle column, (1, a, b). Its Fourier transform at frequency 1 is F(1) = exp(−2πi/3) = −1/2 − i√3/2. The frequencies 1 and 2 are mirror images, because 2 = −1 modulo 3, and the two real numbers a and b stored there give F(1) back:

(a + b)/2 − i(a − b)/2 = −1/2 − i√3/2.

Three is the smallest number of points for which a frequency differs from its mirror image. The same relations hold for every N ≥ 1.

They apply to plane-wave electronic structure at the Γ point, where orbitals can be chosen real if the Hamiltonian is real: on the one-dimensional periodic grid treated here, N real Hartley amplitudes then carry the same information as the N complex Fourier coefficients. The Fourier coefficients of a real signal also amount to N real numbers, since F(−k) is the complex conjugate of F(k).

```lean
import Mathlib

open Matrix

namespace DiscreteHartley

noncomputable section
```

## Grid, kernel and transforms

Grid points and frequencies are both elements of `ZMod N`, the integers modulo N, so −k is the mirror frequency without further bookkeeping. The assumption `[NeZero N]` says N ≥ 1. The phase of plane wave k at point j is

θ_jk = 2πjk/N,

where j and k are represented by integers from 0 to N − 1; in Lean, `j.val` and `k.val`.

```lean
/-- The phase `2π jk/N` of plane wave `k` at grid point `j`, for `N ≥ 1` points, with `j` and `k`
represented by integers from `0` to `N - 1`. -/
def phase {N : ℕ} [NeZero N] (j k : ZMod N) : ℝ :=
  2 * Real.pi * (j.val * k.val) / N
```

The Hartley kernel is the sum of the cosine and the sine of this phase,

H_jk = cos θ_jk + sin θ_jk.

That H is real is recorded in its type, a matrix with entries in ℝ.

```lean
/-- The Hartley matrix `H_jk = cos(2π jk/N) + sin(2π jk/N)`, for `N ≥ 1`. -/
def hartley (N : ℕ) [NeZero N] : Matrix (ZMod N) (ZMod N) ℝ :=
  Matrix.of fun j k => Real.cos (phase j k) + Real.sin (phase j k)
```

For the Fourier transform we take the negative sign in the exponent and no prefactor:

F(k) = Σ_j exp(−iθ_kj) f(j).

The signal has type `ZMod N → ℝ`, which is how the hypothesis that f is real enters.

```lean
variable {N : ℕ} [NeZero N]

/-- The discrete Fourier transform `F(k) = ∑ⱼ exp(-2πi kj/N) f(j)` of a real signal. -/
def dft (f : ZMod N → ℝ) (k : ZMod N) : ℂ :=
  ∑ j, Complex.exp (-(phase k j : ℂ) * Complex.I) * (f j : ℂ)
```

The periodic convolution of two real signals is

(f ⋆ g)(j) = Σ_m f(m) g(j − m),

with j − m taken modulo N.

```lean
/-- The periodic convolution `(f ⋆ g)(j) = ∑ₘ f(m) g(j - m)` of two real signals. -/
def conv (f g : ZMod N → ℝ) (j : ZMod N) : ℝ :=
  ∑ m, f m * g (j - m)
```

## Phases that respect periodicity

The integer representing −k is N − k for k ≠ 0, so at a grid point j ≠ 0 the phase at −k is then 2πj − θ_jk and not −θ_jk; the two agree only up to a multiple of 2π. It is therefore better to work with the exponential. Write χ(m) = exp(2πim/N), which depends on m only modulo N and satisfies

χ(m + n) = χ(m) χ(n), χ(−m) = 1/χ(m).

Then

χ(jk) = exp(iθ_jk).

In Lean χ is `ZMod.stdAddChar`. The proof writes the product `j * k` as the residue of the ordinary integer `j.val * k.val`, for which the value of χ is known explicitly, and compares exponents.

```lean
/-- The plane-wave factor `exp(2πi jk/N)` is the standard character of the periodic grid,
evaluated at the product `jk` modulo `N`. -/
theorem char_phase (j k : ZMod N) :
    ZMod.stdAddChar (j * k) = Complex.exp ((phase j k : ℂ) * Complex.I) := by
  have h : j * k = (((j.val * k.val : ℕ) : ℤ) : ZMod N) := by
    rw [Int.cast_natCast, Nat.cast_mul, ZMod.natCast_zmod_val, ZMod.natCast_zmod_val]
  rw [h, ZMod.stdAddChar_coe]
  congr 1
  unfold phase
  push_cast
  ring
```

## Symmetry and the square of H

The phase contains the product jk, so θ_jk = θ_kj and hence H_jk = H_kj.

```lean
/-- The Hartley matrix is symmetric. -/
theorem hartley_symm : (hartley N).IsSymm := by
  refine Matrix.IsSymm.ext fun i j => ?_
  have h : phase j i = phase i j := by
    unfold phase
    ring
  simp only [hartley, Matrix.of_apply, h]
```

For the square we need the sum over l of H_jl H_lk. Put α = θ_jl and β = θ_lk. Multiplying out,

(cos α + sin α)(cos β + sin β) = (cos α cos β + sin α sin β) + (sin α cos β + cos α sin β) = cos(α − β) + sin(α + β).

In terms of χ this is

H_jl H_lk = Re χ(l(j − k)) + Im χ(l(j + k)).

It remains to sum over l. Let S(m) = Σ_l χ(lm). If m = 0, every term is 1 and S = N. If m ≠ 0, replacing l by l + 1 only reorders the sum, so S = χ(m) S; since χ(m) ≠ 1, S = 0. Thus

Σ_l Re χ(l(j − k)) = N δ_jk, Σ_l Im χ(l(j + k)) = 0.

The second sum vanishes even when j + k = 0, because S is then N, a real number. Together,

(H²)_jk = N δ_jk.

In the proof, `key` is the product formula, with `h1` and `h2` identifying the two exponentials. The statements `hre` and `him` are the two sums; both come from Mathlib's orthogonality relation `AddChar.sum_mulShift`. The right-hand side of the theorem, `(N : ℝ) • 1`, is N times the identity matrix.

```lean
/-- The Hartley transform is its own inverse up to the number of grid points: `H² = N I`. -/
theorem hartley_sq : hartley N * hartley N = (N : ℝ) • (1 : Matrix (ZMod N) (ZMod N) ℝ) := by
  ext j k
  -- with `α = phase j l` and `β = phase l k`, the product is `cos (α - β) + sin (α + β)`
  have key : ∀ l, hartley N j l * hartley N l k =
      (ZMod.stdAddChar (l * (j - k))).re + (ZMod.stdAddChar (l * (j + k))).im := by
    intro l
    have h1 : ZMod.stdAddChar (l * (j - k)) =
        Complex.exp (((phase j l - phase l k : ℝ) : ℂ) * Complex.I) := by
      rw [show l * (j - k) = j * l + -(l * k) by ring, AddChar.map_add_eq_mul,
        AddChar.map_neg_eq_inv, char_phase, char_phase, ← Complex.exp_neg, ← Complex.exp_add]
      congr 1
      push_cast
      ring
    have h2 : ZMod.stdAddChar (l * (j + k)) =
        Complex.exp (((phase j l + phase l k : ℝ) : ℂ) * Complex.I) := by
      rw [show l * (j + k) = j * l + l * k by ring, AddChar.map_add_eq_mul,
        char_phase, char_phase, ← Complex.exp_add]
      congr 1
      push_cast
      ring
    rw [h1, h2, Complex.exp_ofReal_mul_I_re, Complex.exp_ofReal_mul_I_im,
      Real.cos_sub, Real.sin_add]
    simp only [hartley, Matrix.of_apply]
    ring
  -- orthogonality of plane waves on the grid
  have hre : (∑ l : ZMod N, ZMod.stdAddChar (l * (j - k))).re = if j = k then (N : ℝ) else 0 := by
    rw [AddChar.sum_mulShift _ (ZMod.isPrimitive_stdAddChar N)]
    simp only [sub_eq_zero, ZMod.card]
    split_ifs <;> simp
  have him : (∑ l : ZMod N, ZMod.stdAddChar (l * (j + k))).im = 0 := by
    rw [AddChar.sum_mulShift _ (ZMod.isPrimitive_stdAddChar N)]
    split_ifs <;> simp
  rw [Matrix.mul_apply, Finset.sum_congr rfl fun l _ => key l, Finset.sum_add_distrib,
    ← Complex.re_sum, ← Complex.im_sum, hre, him]
  simp [Matrix.smul_apply, Matrix.one_apply]
```

## Real and imaginary parts at k and −k

Since f(j) is real, each term of F(k) splits as

Re[exp(−iθ_kj) f(j)] = cos θ_kj f(j), Im[exp(−iθ_kj) f(j)] = −sin θ_kj f(j).

Subtracting the second from the first gives H_kj f(j), and summing over j gives

(Hf)(k) = Re F(k) − Im F(k).

The Lean expression `hartley N *ᵥ f` is the matrix-vector product Hf. The proof compares the sums term by term, as above.

```lean
/-- For a real signal the Hartley transform is `Re F - Im F`, with `F` its Fourier transform. -/
theorem hartley_eq_re_sub_im (f : ZMod N → ℝ) (k : ZMod N) :
    (hartley N *ᵥ f) k = (dft f k).re - (dft f k).im := by
  rw [dft, Complex.re_sum, Complex.im_sum, ← Finset.sum_sub_distrib]
  simp only [Matrix.mulVec, dotProduct]
  refine Finset.sum_congr rfl fun j _ => ?_
  rw [Complex.re_mul_ofReal, Complex.im_mul_ofReal, ← Complex.ofReal_neg,
    Complex.exp_ofReal_mul_I_re, Complex.exp_ofReal_mul_I_im, Real.cos_neg, Real.sin_neg]
  simp only [hartley, Matrix.of_apply]
  ring
```

The reality of f is used here. For a single grid point, N = 1, the matrix H is the number 1. The complex signal f = i then has F = i and Hf = i, whereas Re F − Im F = −1. The relation thus fails for complex signals in general.

At the mirror frequency, χ(−kj) = 1/χ(kj) means that the cosine is unchanged and the sine changes sign:

H_(−k)j = cos θ_kj − sin θ_kj.

Multiplying by f(j) and summing,

(Hf)(−k) = Re F(k) + Im F(k).

The reversal of the phase is the step `h` in the proof; `hc` and `hs` are its real and imaginary parts.

```lean
/-- At the mirror frequency `-k` the Hartley transform of a real signal is
`Re F(k) + Im F(k)`. -/
theorem hartley_neg_eq_re_add_im (f : ZMod N → ℝ) (k : ZMod N) :
    (hartley N *ᵥ f) (-k) = (dft f k).re + (dft f k).im := by
  rw [dft, Complex.re_sum, Complex.im_sum, ← Finset.sum_add_distrib]
  simp only [Matrix.mulVec, dotProduct]
  refine Finset.sum_congr rfl fun j _ => ?_
  -- reversing the frequency reverses the phase
  have h : Complex.exp ((phase (-k) j : ℂ) * Complex.I) =
      Complex.exp (((-phase k j : ℝ) : ℂ) * Complex.I) := by
    rw [← char_phase, neg_mul, AddChar.map_neg_eq_inv, char_phase, ← Complex.exp_neg,
      Complex.ofReal_neg, neg_mul]
  have hc := congrArg Complex.re h
  have hs := congrArg Complex.im h
  simp only [Complex.exp_ofReal_mul_I_re] at hc
  simp only [Complex.exp_ofReal_mul_I_im] at hs
  rw [Complex.re_mul_ofReal, Complex.im_mul_ofReal, ← Complex.ofReal_neg,
    Complex.exp_ofReal_mul_I_re, Complex.exp_ofReal_mul_I_im]
  simp only [hartley, Matrix.of_apply, hc, hs]
  ring
```

## Recovering the Fourier transform and the power spectrum

Half the sum and half the difference of the last two relations are

((Hf)(k) + (Hf)(−k))/2 = Re F(k),

((Hf)(k) − (Hf)(−k))/2 = −Im F(k).

Therefore

F(k) = ((Hf)(k) + (Hf)(−k))/2 − i((Hf)(k) − (Hf)(−k))/2.

When k is its own mirror image, as k = 0 always is, the second term vanishes and F(k) is real. In the code, `e1` and `e2` are the half-sum and half-difference, and the last line compares real and imaginary parts.

```lean
/-- The Fourier transform of a real signal is the even part of its Hartley transform minus
`i` times the odd part. -/
theorem dft_eq_hartley (f : ZMod N → ℝ) (k : ZMod N) :
    dft f k = ((((hartley N *ᵥ f) k + (hartley N *ᵥ f) (-k)) / 2 : ℝ) : ℂ)
      - Complex.I * ((((hartley N *ᵥ f) k - (hartley N *ᵥ f) (-k)) / 2 : ℝ) : ℂ) := by
  rw [hartley_eq_re_sub_im, hartley_neg_eq_re_add_im]
  have e1 : ((dft f k).re - (dft f k).im + ((dft f k).re + (dft f k).im)) / 2
      = (dft f k).re := by ring
  have e2 : ((dft f k).re - (dft f k).im - ((dft f k).re + (dft f k).im)) / 2
      = -(dft f k).im := by ring
  rw [e1, e2]
  apply Complex.ext <;> simp
```

The power spectrum can be found from the Hartley amplitudes without complex numbers. With R = Re F(k) and I = Im F(k),

((R − I)² + (R + I)²)/2 = R² + I²,

so that

|F(k)|² = ((Hf)(k)² + (Hf)(−k)²)/2.

Lean's `Complex.normSq` is the squared modulus. The proof substitutes the two relations and leaves this identity to `ring`.

```lean
/-- The power spectrum of a real signal is the mean of the squared Hartley amplitudes
at `k` and `-k`. -/
theorem power_spectrum (f : ZMod N → ℝ) (k : ZMod N) :
    Complex.normSq (dft f k) =
      ((hartley N *ᵥ f) k ^ 2 + (hartley N *ᵥ f) (-k) ^ 2) / 2 := by
  rw [hartley_eq_re_sub_im, hartley_neg_eq_re_add_im, Complex.normSq_apply]
  ring
```

## Parseval's relation

Moving one factor of H across the scalar product and using first the symmetry of H and then its square,

(Hf)·(Hf) = (HᵀHf)·f = (H²f)·f = N f·f.

The factor N belongs to the unnormalised kernel; the matrix H/√N preserves the sum of squares. The rewriting steps in Lean follow this chain from left to right, with `⬝ᵥ` for the scalar product.

```lean
/-- Parseval's relation: the Hartley transform multiplies the sum of squares of a real signal
by `N`. -/
theorem hartley_parseval (f : ZMod N → ℝ) :
    (hartley N *ᵥ f) ⬝ᵥ (hartley N *ᵥ f) = N * (f ⬝ᵥ f) := by
  rw [Matrix.dotProduct_mulVec, ← Matrix.mulVec_transpose, hartley_symm.eq,
    Matrix.mulVec_mulVec, hartley_sq, Matrix.smul_mulVec, Matrix.one_mulVec,
    smul_dotProduct, smul_eq_mul]
```

## Periodic convolution in real arithmetic

We first need the convolution theorem for F. Write F_f for the Fourier transform of f. Inserting the definition of the convolution and exchanging the sums,

F_(f⋆g)(k) = Σ_m Σ_j χ(−kj) f(m) g(j − m).

For fixed m, replace j by j + m. On a periodic grid this only reorders the sum. Because χ(−k(j + m)) = χ(−km) χ(−kj), the double sum factorises:

F_(f⋆g)(k) = [Σ_m χ(−km) f(m)] [Σ_j χ(−kj) g(j)] = F_f(k) F_g(k).

In the proof, `hχ` writes the Fourier transform in terms of χ, `Finset.sum_comm` exchanges the sums, `Equiv.addRight m` is the shift of the grid, and `h` is the factorisation of the exponential.

```lean
/-- The convolution theorem: the Fourier transform of a periodic convolution is the product
of the Fourier transforms. -/
theorem dft_conv (f g : ZMod N → ℝ) (k : ZMod N) :
    dft (conv f g) k = dft f k * dft g k := by
  have hχ : ∀ h : ZMod N → ℝ, dft h k = ∑ j, ZMod.stdAddChar (-(k * j)) * (h j : ℂ) := by
    intro h
    refine Finset.sum_congr rfl fun j _ => ?_
    rw [AddChar.map_neg_eq_inv, char_phase, ← Complex.exp_neg, neg_mul]
  rw [hχ, hχ, hχ, Finset.sum_mul_sum]
  simp only [conv, Complex.ofReal_sum, Complex.ofReal_mul, Finset.mul_sum]
  rw [Finset.sum_comm]
  refine Finset.sum_congr rfl fun m _ => ?_
  -- shift the grid by `m`
  refine (Equiv.sum_comp (Equiv.addRight m) _).symm.trans ?_
  refine Finset.sum_congr rfl fun j _ => ?_
  have h : ZMod.stdAddChar (-(k * (j + m))) =
      ZMod.stdAddChar (-(k * m)) * ZMod.stdAddChar (-(k * j)) := by
    rw [← AddChar.map_add_eq_mul]
    congr 1
    ring
  simp only [Equiv.coe_addRight, add_sub_cancel_right]
  rw [h]
  ring
```

For the Hartley form, write F_f(k) = R + iI and F_g(k) = P + iQ. The convolution f ⋆ g is itself real, so its Hartley transform is the real part minus the imaginary part of the product:

(H(f ⋆ g))(k) = (RP − IQ) − (RQ + IP) = (R − I)P − (R + I)Q.

Here R − I = (Hf)(k) and R + I = (Hf)(−k), while 2P = (Hg)(k) + (Hg)(−k) and −2Q = (Hg)(k) − (Hg)(−k). Hence

(H(f ⋆ g))(k) = [(Hf)(k)((Hg)(k) + (Hg)(−k)) + (Hf)(−k)((Hg)(k) − (Hg)(−k))]/2.

Applying H once more and dividing by N returns f ⋆ g on the grid, because H² is N times the identity matrix. The defining sum of a periodic convolution of two real signals uses only real numbers; by the formula above, the route through Hartley transforms does so too. The identities hold for real numbers, not floating-point ones, and make no statement about the cost of a fast algorithm.

The Lean proof replaces every Hartley amplitude by its expression in real and imaginary parts, applies `dft_conv`, expands the complex product, and finishes with `ring`.

```lean
/-- The convolution theorem in real arithmetic: the Hartley transform of a periodic convolution
follows from the Hartley transforms of the two real signals at `k` and `-k`. -/
theorem hartley_conv (f g : ZMod N → ℝ) (k : ZMod N) :
    (hartley N *ᵥ conv f g) k =
      ((hartley N *ᵥ f) k * ((hartley N *ᵥ g) k + (hartley N *ᵥ g) (-k))
        + (hartley N *ᵥ f) (-k) * ((hartley N *ᵥ g) k - (hartley N *ᵥ g) (-k))) / 2 := by
  rw [hartley_neg_eq_re_add_im f k, hartley_neg_eq_re_add_im g k,
    hartley_eq_re_sub_im (conv f g) k, hartley_eq_re_sub_im f k, hartley_eq_re_sub_im g k,
    dft_conv, Complex.mul_re, Complex.mul_im]
  ring

end

end DiscreteHartley
```

```lean
#print axioms DiscreteHartley.dft_eq_hartley
#print axioms DiscreteHartley.power_spectrum
#print axioms DiscreteHartley.hartley_parseval
#print axioms DiscreteHartley.hartley_conv
```

```
'DiscreteHartley.dft_eq_hartley' depends on axioms: [propext, Classical.choice, Quot.sound]
'DiscreteHartley.power_spectrum' depends on axioms: [propext, Classical.choice, Quot.sound]
'DiscreteHartley.hartley_parseval' depends on axioms: [propext, Classical.choice, Quot.sound]
'DiscreteHartley.hartley_conv' depends on axioms: [propext, Classical.choice, Quot.sound]
```
